# The coherent-potential condition at a binary-alloy site as a matrix equation without inverses

If an alloy code gives its effective medium the concentration-averaged potential, each site generally still scatters on average. When the medium's local Green function is invertible, the averaged site Green function then differs from it, and a local density of states read from the medium need not be that of the averaged site.

## The medium in which average scattering vanishes

Let a and b be the on-site potentials of two species with weights c and 1 − c. Let s be the potential of the medium, often written Σ, and g the medium's local Green function at one fixed energy. All except c are complex square matrices over the orbitals of a site. A site whose potential differs from the medium by w has the t-matrix

t(w) = w (1 − g w)⁻¹, with det(1 − g w) ≠ 0.

Write m = c a + (1 − c) b for the mean potential. If both t-matrices exist, then

c t(a − s) + (1 − c) t(b − s) = 0 ⇔ s = m − (a − s) g (b − s).

The virtual-crystal choice s = m satisfies this exactly when

c (1 − c) (a − b) g (a − b) = 0.

For one orbital this requires a pure crystal (c = 0 or 1), identical species or g = 0. With several orbitals the product can also vanish for a ≠ b and invertible g, for instance when the species differ in a single diagonal entry and g has a zero there.

## Residuals in an alloy solver

A single-site coherent-potential solver for non-interacting electrons with on-site disorder looks for such an s at each energy. Once g has been computed, the right-hand condition gives it a residual without further matrix inverses,

R = m − s − (a − s) g (b − s).

Exchanging the species labels together with their weights shows that (b − s) g (a − s) serves equally well in the condition; g stays in the middle.

R = 0 alone does not always ensure that both t-matrices exist. For one orbital and c = 0, R = 0 factorises as

(b − s) (1 − (a − s) g) = 0,

and at a root of the second factor species a has no t-matrix. Near such a point, a small R need not mean a small averaged t-matrix. For one orbital with 0 < c < 1 and a ≠ b, no root of R has this defect: R equals c (a − b) where species a has no t-matrix, and (1 − c)(b − a) where species b has none. With several orbitals the defect can occur in a true alloy if a − b is singular, for instance when the species agree in one orbital that is decoupled from the others.

## Clearing one inverse from each side

Put A = a − s and B = b − s. The definition gives t(B)(1 − g B) = B. For the other side,

(1 − A g) A = A − A g A = A (1 − g A),

so (1 − A g) t(A) = A. Since det(1 − A g) = det(1 − g A), the factor 1 − A g is invertible. The same argument for any admissible w shows that T = w + w g T, which reads (1 − w g) T = w, has the single solution T = t(w).

Let τ = c t(A) + (1 − c) t(B). Then

(1 − A g) τ (1 − g B)
= c A (1 − g B) + (1 − c)(1 − A g) B
= c A + (1 − c) B − A g B
= m − s − A g B.

Both outer factors are invertible, so τ = 0 exactly when the last line is zero.

For s = m, the deviations are A = (1 − c)(a − b) and B = −c (a − b). Hence

A g B = −c (1 − c)(a − b) g (a − b),

and the condition s = m − A g B reduces to the vanishing of this product.

The Green function of the site is G(w) = (1 − g w)⁻¹ g. From (1 − g w)(1 − g w)⁻¹ = 1 follows (1 − g w)⁻¹ = 1 + g t(w), and therefore

G(w) = g + g t(w) g.

Its alloy average is g + g τ g. For invertible g this equals g exactly when τ = 0.

## Lean definitions, theorems and proofs

```lean
import Mathlib

namespace CoherentPotential

noncomputable section

variable {n : Type*} [Fintype n] [DecidableEq n]

/-- The average over a binary alloy in which the first species has weight `c` and the
second has weight `1 - c`. -/
def alloyMean (c : ℝ) (x y : Matrix n n ℂ) : Matrix n n ℂ := c • x + (1 - c) • y

/-- The t-matrix of a site whose potential differs by `w` from a medium with local Green
function `g`; its domain is `det (1 - g w) ≠ 0`. -/
def tMatrix (g w : Matrix n n ℂ) : Matrix n n ℂ := w * (1 - g * w)⁻¹

/-- The local Green function of a site whose potential differs by `w` from a medium with
local Green function `g`; its domain is `det (1 - g w) ≠ 0`. -/
def siteGreen (g w : Matrix n n ℂ) : Matrix n n ℂ := (1 - g * w)⁻¹ * g

/-- If `det (1 - g w) ≠ 0`, the t-matrix times `1 - g w` gives back the potential `w`. -/
theorem tMatrix_mul {g w : Matrix n n ℂ} (h : (1 - g * w).det ≠ 0) :
    tMatrix g w * (1 - g * w) = w := by
  rw [tMatrix, mul_assoc, Matrix.nonsing_inv_mul _ (isUnit_iff_ne_zero.mpr h), mul_one]

/-- If `det (1 - g w) ≠ 0`, then `1 - w g` times the t-matrix gives back the potential `w`. -/
theorem mul_tMatrix {g w : Matrix n n ℂ} (h : (1 - g * w).det ≠ 0) :
    (1 - w * g) * tMatrix g w = w := by
  have e : (1 - w * g) * w = w * (1 - g * w) := by noncomm_ring
  rw [tMatrix, ← mul_assoc, e, mul_assoc,
    Matrix.mul_nonsing_inv _ (isUnit_iff_ne_zero.mpr h), mul_one]

/-- The determinant condition makes `1 - w g` invertible as well. -/
theorem isUnit_one_sub {g w : Matrix n n ℂ} (h : (1 - g * w).det ≠ 0) :
    IsUnit (1 - w * g) := by
  rw [Matrix.isUnit_iff_isUnit_det, Matrix.det_one_sub_mul_comm]
  exact isUnit_iff_ne_zero.mpr h

/-- If `det (1 - g w) ≠ 0`, the t-matrix is the one and only solution of the
Lippmann-Schwinger equation `T = w + w g T`. -/
theorem lippmann_schwinger {g w : Matrix n n ℂ} (h : (1 - g * w).det ≠ 0)
    (T : Matrix n n ℂ) : T = w + w * g * T ↔ T = tMatrix g w := by
  constructor
  · intro hT
    have e : (1 - w * g) * T = w := by
      rw [sub_mul, one_mul]
      exact sub_eq_of_eq_add hT
    exact (isUnit_one_sub h).mul_left_cancel (e.trans (mul_tMatrix h).symm)
  · rintro rfl
    have e := mul_tMatrix h
    rw [sub_mul, one_mul] at e
    exact eq_add_of_sub_eq e

/-- The coherent-potential condition: if both t-matrices exist, their alloy average vanishes
exactly when the medium obeys `s = m - (a - s) g (b - s)`, with `m` the mean potential. -/
theorem coherent_potential {a b s g : Matrix n n ℂ} {c : ℝ}
    (ha : (1 - g * (a - s)).det ≠ 0) (hb : (1 - g * (b - s)).det ≠ 0) :
    alloyMean c (tMatrix g (a - s)) (tMatrix g (b - s)) = 0 ↔
      s = alloyMean c a b - (a - s) * g * (b - s) := by
  -- Clear the inverse of species a from the left and that of species b from the right.
  have key : (1 - (a - s) * g) * alloyMean c (tMatrix g (a - s)) (tMatrix g (b - s)) *
      (1 - g * (b - s)) = alloyMean c a b - s - (a - s) * g * (b - s) := by
    generalize hA : a - s = A at *
    generalize hB : b - s = B at *
    have hm : alloyMean c a b - s = alloyMean c A B := by
      rw [← hA, ← hB]
      simp only [alloyMean]
      module
    rw [hm]
    calc (1 - A * g) * alloyMean c (tMatrix g A) (tMatrix g B) * (1 - g * B)
        = c • (((1 - A * g) * tMatrix g A) * (1 - g * B))
          + (1 - c) • ((1 - A * g) * (tMatrix g B * (1 - g * B))) := by
          simp only [alloyMean, mul_add, add_mul, mul_smul_comm, smul_mul_assoc, mul_assoc]
      _ = c • (A * (1 - g * B)) + (1 - c) • ((1 - A * g) * B) := by
          rw [mul_tMatrix ha, tMatrix_mul hb]
      _ = alloyMean c A B - A * g * B := by
          simp only [alloyMean, mul_sub, sub_mul, mul_one, one_mul, mul_assoc]
          module
  constructor
  · intro h
    rw [h, mul_zero, zero_mul] at key
    linear_combination (norm := module) key
  · intro h
    have h0 : alloyMean c a b - s - (a - s) * g * (b - s) = 0 := by
      rw [sub_right_comm, ← h, sub_self]
    rw [h0] at key
    -- Both outer factors are invertible and can be cancelled.
    have ub : IsUnit (1 - g * (b - s)) :=
      (Matrix.isUnit_iff_isUnit_det _).mpr (isUnit_iff_ne_zero.mpr hb)
    have h1 : (1 - (a - s) * g) *
        alloyMean c (tMatrix g (a - s)) (tMatrix g (b - s)) = 0 :=
      ub.mul_right_cancel (by rw [key, zero_mul])
    exact (isUnit_one_sub ha).mul_left_cancel (by rw [h1, mul_zero])

/-- If both t-matrices exist in the virtual crystal `s = m`, their alloy average vanishes
there exactly when `c (1 - c) (a - b) g (a - b) = 0`. -/
theorem virtual_crystal {a b s g : Matrix n n ℂ} {c : ℝ} (hs : s = alloyMean c a b)
    (ha : (1 - g * (a - s)).det ≠ 0) (hb : (1 - g * (b - s)).det ≠ 0) :
    alloyMean c (tMatrix g (a - s)) (tMatrix g (b - s)) = 0 ↔
      (c * (1 - c)) • ((a - b) * g * (a - b)) = 0 := by
  rw [coherent_potential ha hb, ← hs]
  -- Deviations of the two species from the mean potential.
  have ea : a - s = (1 - c) • (a - b) := by
    rw [hs, alloyMean]
    module
  have eb : b - s = (-c) • (a - b) := by
    rw [hs, alloyMean]
    module
  have e : (a - s) * g * (b - s) = -((c * (1 - c)) • ((a - b) * g * (a - b))) := by
    rw [ea, eb]
    simp only [smul_mul_assoc, mul_smul_comm]
    module
  rw [e, sub_neg_eq_add]
  exact left_eq_add

/-- If `det (1 - g w) ≠ 0`, the site Green function is that of the medium plus one
scattering by the full t-matrix, `g + g t g`. -/
theorem siteGreen_eq {g w : Matrix n n ℂ} (h : (1 - g * w).det ≠ 0) :
    siteGreen g w = g + g * tMatrix g w * g := by
  have h1 := Matrix.mul_nonsing_inv _ (isUnit_iff_ne_zero.mpr h)
  rw [sub_mul, one_mul, mul_assoc] at h1
  have h2 := congrArg (fun X => X * g) (eq_add_of_sub_eq h1)
  simpa only [siteGreen, tMatrix, add_mul, one_mul] using h2

/-- If `g` is invertible and both t-matrices exist, the alloy average of the site Green
functions equals that of the medium exactly when `s = m - (a - s) g (b - s)`. -/
theorem mean_green_eq_medium {a b s g : Matrix n n ℂ} {c : ℝ} (hg : g.det ≠ 0)
    (ha : (1 - g * (a - s)).det ≠ 0) (hb : (1 - g * (b - s)).det ≠ 0) :
    alloyMean c (siteGreen g (a - s)) (siteGreen g (b - s)) = g ↔
      s = alloyMean c a b - (a - s) * g * (b - s) := by
  rw [← coherent_potential ha hb, siteGreen_eq ha, siteGreen_eq hb]
  have e (T U : Matrix n n ℂ) : alloyMean c (g + g * T * g) (g + g * U * g) =
      g + g * alloyMean c T U * g := by
    simp only [alloyMean, mul_add, add_mul, mul_smul_comm, smul_mul_assoc]
    module
  have ug : IsUnit g := (Matrix.isUnit_iff_isUnit_det _).mpr (isUnit_iff_ne_zero.mpr hg)
  rw [e, add_eq_left, ug.mul_left_eq_zero, ug.mul_right_eq_zero]

/-- The coherent-potential condition for one orbital per site, with nonzero denominators. -/
theorem coherent_potential_one_orbital {a b s g : ℂ} {c : ℝ}
    (ha : 1 - (a - s) * g ≠ 0) (hb : 1 - (b - s) * g ≠ 0) :
    c * ((a - s) / (1 - (a - s) * g)) + (1 - c) * ((b - s) / (1 - (b - s) * g)) = 0 ↔
      s = c * a + (1 - c) * b - (a - s) * g * (b - s) := by
  rw [← mul_div_assoc, ← mul_div_assoc, div_add_div _ _ ha hb, div_eq_zero_iff,
    or_iff_left (mul_ne_zero ha hb)]
  constructor <;> intro h <;> linear_combination -h

/-- For one orbital per site and nonzero denominators, the averaged t-matrix vanishes in the
virtual crystal exactly when `c (1 - c) (a - b)² g = 0`. -/
theorem virtual_crystal_one_orbital {a b s g : ℂ} {c : ℝ} (hs : s = c * a + (1 - c) * b)
    (ha : 1 - (a - s) * g ≠ 0) (hb : 1 - (b - s) * g ≠ 0) :
    c * ((a - s) / (1 - (a - s) * g)) + (1 - c) * ((b - s) / (1 - (b - s) * g)) = 0 ↔
      c * (1 - c) * (a - b) ^ 2 * g = 0 := by
  rw [coherent_potential_one_orbital ha hb]
  subst hs
  constructor <;> intro h <;> linear_combination -h

end

end CoherentPotential
```

```lean
#print axioms CoherentPotential.coherent_potential
#print axioms CoherentPotential.virtual_crystal
#print axioms CoherentPotential.mean_green_eq_medium
#print axioms CoherentPotential.virtual_crystal_one_orbital
```

```
'CoherentPotential.coherent_potential' depends on axioms: [propext, Classical.choice, Quot.sound]
'CoherentPotential.virtual_crystal' depends on axioms: [propext, Classical.choice, Quot.sound]
'CoherentPotential.mean_green_eq_medium' depends on axioms: [propext, Classical.choice, Quot.sound]
'CoherentPotential.virtual_crystal_one_orbital' depends on axioms: [propext, Classical.choice, Quot.sound]
```

## From the Lean statements to an alloy calculation

**Objects and conventions.** The finite type `n` labels the orbitals of one site, and `Matrix n n ℂ` holds potentials and Green functions. `alloyMean` is the weighted average, `tMatrix g w` is t(w), and `siteGreen g w` is G(w). The hypotheses `ha` and `hb` say that both t-matrices exist. The weight `c` may be any real number; a concentration lies between 0 and 1. The potentials need not be Hermitian.

**Statements.** `lippmann_schwinger` identifies the t-matrix as the unique solution of the scattering equation. `coherent_potential` and `virtual_crystal` are the two equivalences above, and `mean_green_eq_medium` restates the first for Green functions, with the added hypothesis that `g` is invertible. The two theorems ending in `_one_orbital` give the fractional form for complex numbers.

**Proofs.** `tMatrix_mul` and `mul_tMatrix` clear an inverse from the right and from the left, and `isUnit_one_sub` supplies the invertible left factor. In `coherent_potential`, the equation `key` is the four-line calculation for τ. One direction sets the average to zero in `key`; the other cancels the outer factors with `mul_right_cancel` and `mul_left_cancel`. The tactic `module` collects scalar coefficients without commuting matrices. `virtual_crystal` inserts the two deviations `ea` and `eb`, and `siteGreen_eq` provides g + g t g for the Green-function theorem. The one-orbital condition is proved separately, by putting the fractions over a common denominator and comparing numerators.

**The link between g and s.** In an alloy calculation g is the site-diagonal block of the Green function of a lattice filled with s, so it changes with s. The theorems take g and s as independent matrices. They therefore apply to a self-consistent pair, but leave open whether one exists, whether it is unique and whether an iteration reaches it. They also concern one site in a given medium: correlations between the occupations of different sites and disorder in the hopping do not enter, and nothing is said about how accurately the medium represents the averaged alloy.
